# For non-redundant sum rules, one explicit correction of measured oscillator strengths is the smallest in the Euclidean norm

Q: Take a two-electron atom whose spectrum is reduced, as a simple model, to two transitions. The measured oscillator strengths are 0.5 and 1.1, but they should add up to 2, the number of electrons. What does your correction do?

A: It adds 0.2 to each and gives 0.7 and 1.3. Any other pair with the right sum has the form $(0.7+t,\,1.3-t)$ with $t\neq0$. Its squared distance from the data is

$$(0.2+t)^2+(0.2-t)^2=0.08+2t^2,$$

which exceeds the 0.08 of the corrected pair. The cross terms cancel because the correction $(0.2,0.2)$ is perpendicular to the direction $(1,-1)$ along which the sum stays fixed.

Q: And the general problem behind this?

A: Without retardation, the leading dispersion energy of two distant atoms A and B in spherically symmetric ground states is $-C_6/R^6$, where $R$ is their separation. In atomic units,

$$C_6=\frac32\sum_{l,m}\frac{f^A_l f^B_m}{\omega^A_l\omega^B_m(\omega^A_l+\omega^B_m)},$$

with oscillator strengths $f$ and transition energies $\omega$. Measured strengths carry errors and usually violate relations that the exact strengths obey. One wants to repair them with as little change as possible before they enter $C_6$.

Let $f_0$ be the list of measured strengths. Each row of a real matrix $C$ holds the coefficients of one linear sum rule, and $b$ holds the values that the rules prescribe. If $CC^T$ is invertible, the corrected strengths are

$$f=f_0+C^T(CC^T)^{-1}(b-Cf_0).$$

For a spectrum reduced to finitely many transitions, this gives input for $C_6$ that obeys the chosen rules and stays as near to the data as they allow.

Q: Show me the general argument before any code.

A: First, the rules hold:

$$Cf=Cf_0+CC^T(CC^T)^{-1}(b-Cf_0)=Cf_0+b-Cf_0=b.$$

Next, write $\lambda=(CC^T)^{-1}(b-Cf_0)$, so that $f-f_0=C^T\lambda$. For any $g$ with $Cg=b$,

$$(g-f)\cdot(f-f_0)=(g-f)\cdot C^T\lambda=(Cg-Cf)\cdot\lambda=(b-b)\cdot\lambda=0.$$

Expanding the square of $g-f_0=(g-f)+(f-f_0)$ therefore leaves

$$|g-f_0|^2=|g-f|^2+|f-f_0|^2.$$

If $g\neq f$, the first term on the right is positive, so $|g-f_0|>|f-f_0|$. This makes $f$ the unique minimizer.

Q: Now the Lean version. What are `k` and `n`? I would read them as numbers.

A: Here they are finite index sets: `k` labels the sum rules and `n` the transitions. A set of strengths is a function `n → ℝ`, one real number per transition.

```lean
import Mathlib

open Matrix

namespace OscillatorStrengthAdjustment

noncomputable section

variable {k n : Type*} [Fintype k] [DecidableEq k] [Fintype n]
```

Q: Why define a distance at all? Mathlib has norms.

A: On plain functions `n → ℝ`, Mathlib's norm is the largest absolute component, which would pose a different minimization problem. The definition below spells out the root of the sum of squared differences; `⬝ᵥ` is the dot product.

```lean
/-- The Euclidean distance between two sets of oscillator strengths. -/
def deviation (g f : n → ℝ) : ℝ := Real.sqrt ((g - f) ⬝ᵥ (g - f))
```

Q: Is the minimizer assumed anywhere?

A: No. `adjusted` is only the explicit formula, with `*ᵥ` for a matrix acting on a vector. Its properties are proved afterwards. Invertibility enters those theorems as the hypothesis `IsUnit (C * Cᵀ).det`, which for a real matrix says that the determinant is nonzero. Without it, Lean would set the inverse to zero and the formula would return the data unchanged.

```lean
/-- The measured strengths `f₀` corrected by `Cᵀ (C Cᵀ)⁻¹ (b - C f₀)`, for sum rules with
coefficient matrix `C` and values `b`; the domain is `C Cᵀ` invertible. -/
def adjusted (C : Matrix k n ℝ) (f₀ : n → ℝ) (b : k → ℝ) : n → ℝ :=
  f₀ + Cᵀ *ᵥ ((C * Cᵀ)⁻¹ *ᵥ (b - C *ᵥ f₀))
```

Q: Which sum rules do you have in mind for real data?

A: Two common ones are the Thomas-Reiche-Kuhn rule $\sum_l f_l=N$, with $N$ the number of electrons, and the static dipole polarizability $\alpha(0)=\sum_l f_l/\omega_l^2$ in atomic units. The first fixes the total response at high frequency, the second the response to a static field. Their coefficients form a matrix with two rows, numbered 0 and 1.

```lean
/-- The coefficients of two sum rules for transition energies `ω` in atomic units: the total
strength `∑ f` and the static polarizability `∑ f / ω²`. The domain is nonzero energies. -/
def strengthAndPolarizability (ω : n → ℝ) : Matrix (Fin 2) n ℝ :=
  Matrix.of fun p l => ![1, 1 / ω l ^ 2] p
```

Q: Does the distance behave as a distance should?

A: Two facts are needed. Its square is the sum of squared differences, because that sum is nonnegative and the root can be undone. And it is positive for two different sets, because a vanishing sum of squares forces every difference to vanish.

```lean
/-- The squared deviation is the sum of the squared differences of the strengths. -/
theorem deviation_sq (g f : n → ℝ) : deviation g f ^ 2 = (g - f) ⬝ᵥ (g - f) := by
  have h : 0 ≤ (g - f) ⬝ᵥ (g - f) := Finset.sum_nonneg fun i _ => mul_self_nonneg _
  exact Real.sq_sqrt h

/-- Two different sets of oscillator strengths have a positive deviation. -/
theorem deviation_pos {g f : n → ℝ} (hne : g ≠ f) : 0 < deviation g f := by
  have h : 0 ≤ (g - f) ⬝ᵥ (g - f) := Finset.sum_nonneg fun i _ => mul_self_nonneg _
  refine Real.sqrt_pos.mpr (lt_of_le_of_ne h (Ne.symm fun h0 => hne ?_))
  exact sub_eq_zero.mp (dotProduct_self_eq_zero.mp h0)
```

Q: Then the sum rules for the corrected strengths.

A: The proof is the first line of my derivation. The rewriting joins $C$ and $C^T$ into $CC^T$, `Matrix.mul_nonsing_inv` cancels it against its inverse, and `abel` simplifies $Cf_0+(b-Cf_0)$ to $b$.

```lean
/-- If `C Cᵀ` is invertible, the adjusted strengths satisfy all the sum rules. -/
theorem adjusted_sumRules (C : Matrix k n ℝ) (f₀ : n → ℝ) (b : k → ℝ)
    (hC : IsUnit (C * Cᵀ).det) : C *ᵥ adjusted C f₀ b = b := by
  have h1 : ∀ y : k → ℝ, C *ᵥ (Cᵀ *ᵥ y) = (C * Cᵀ) *ᵥ y := fun y => by
    rw [Matrix.mulVec_mulVec]
  rw [adjusted, Matrix.mulVec_add, h1, Matrix.mulVec_mulVec,
    Matrix.mul_nonsing_inv _ hC, Matrix.one_mulVec]
  abel
```

Q: And the orthogonality that made your cross terms cancel?

A: It is `horth` in the next proof. There `hcorr` identifies the correction as $C^T\lambda$, and `Matrix.dotProduct_mulVec` with `Matrix.vecMul_transpose` moves the matrix to the other factor, which gives $(C(g-f))\cdot\lambda$. Both $g$ and $f$ obey the rules, so this is zero. The splitting of $g-f_0$ is `hsplit`, and the last lines expand the square.

```lean
/-- If `C Cᵀ` is invertible and `g` obeys the sum rules, the squared deviation of `g` from the
data is its squared deviation from the adjusted strengths plus that of the adjusted strengths
from the data. -/
theorem deviation_pythagoras (C : Matrix k n ℝ) (f₀ g : n → ℝ) (b : k → ℝ)
    (hC : IsUnit (C * Cᵀ).det) (hg : C *ᵥ g = b) :
    deviation g f₀ ^ 2 =
      deviation g (adjusted C f₀ b) ^ 2 + deviation (adjusted C f₀ b) f₀ ^ 2 := by
  -- the correction lies in the range of `Cᵀ`, hence is orthogonal to the kernel of `C`
  have horth : (g - adjusted C f₀ b) ⬝ᵥ (adjusted C f₀ b - f₀) = 0 := by
    have hcorr : adjusted C f₀ b - f₀ = Cᵀ *ᵥ ((C * Cᵀ)⁻¹ *ᵥ (b - C *ᵥ f₀)) := by
      rw [adjusted, add_sub_cancel_left]
    rw [hcorr, Matrix.dotProduct_mulVec, Matrix.vecMul_transpose, Matrix.mulVec_sub, hg,
      adjusted_sumRules C f₀ b hC, sub_self, zero_dotProduct]
  have hsplit : g - f₀ = (g - adjusted C f₀ b) + (adjusted C f₀ b - f₀) :=
    (sub_add_sub_cancel _ _ _).symm
  have hcomm := dotProduct_comm (adjusted C f₀ b - f₀) (g - adjusted C f₀ b)
  simp only [deviation_sq]
  rw [hsplit, add_dotProduct, dotProduct_add, dotProduct_add, hcomm, horth]
  ring
```

Q: So the main theorem only has to compare squares?

A: Yes. It states that the corrected strengths obey the rules and that every other $g$ obeying them has a strictly larger deviation from the data. Strictness gives uniqueness. In the proof, `hpos` is $|g-f|^2>0$, `linarith` combines it with the Pythagorean identity, and `lt_of_pow_lt_pow_left₀` passes from the squares to the distances.

```lean
/-- If `C Cᵀ` is invertible, the adjusted strengths satisfy the sum rules, and every other set of
strengths that satisfies them deviates strictly more from the measured data. -/
theorem adjusted_unique_minimizer (C : Matrix k n ℝ) (f₀ : n → ℝ) (b : k → ℝ)
    (hC : IsUnit (C * Cᵀ).det) :
    C *ᵥ adjusted C f₀ b = b ∧
      ∀ g : n → ℝ, C *ᵥ g = b → g ≠ adjusted C f₀ b →
        deviation (adjusted C f₀ b) f₀ < deviation g f₀ := by
  refine ⟨adjusted_sumRules C f₀ b hC, fun g hg hne => ?_⟩
  have hpyth := deviation_pythagoras C f₀ g b hC hg
  have hpos := pow_pos (deviation_pos hne) 2
  exact lt_of_pow_lt_pow_left₀ 2 (Real.sqrt_nonneg _) (by linarith)
```

Q: Staying near to bad data is a doubtful virtue. I want to be near to the truth.

A: The same identity helps there. Suppose the data violate at least one rule. Then $f\neq f_0$, since $f$ obeys them all, and for every $g$ with $Cg=b$

$$|g-f|^2=|g-f_0|^2-|f-f_0|^2<|g-f_0|^2.$$

The corrected strengths are thus strictly closer than the data to every set that obeys the rules. If the true strengths obey them, they are one such $g$, and we need not know them. The proof repeats the previous one, with the positive term now coming from $f\neq f_0$.

```lean
/-- If `C Cᵀ` is invertible and the data violate the sum rules, the adjusted strengths are
strictly closer than the data to every set of strengths `g` that obeys the sum rules. -/
theorem adjusted_closer_than_data (C : Matrix k n ℝ) (f₀ g : n → ℝ) (b : k → ℝ)
    (hC : IsUnit (C * Cᵀ).det) (hg : C *ᵥ g = b) (hdata : C *ᵥ f₀ ≠ b) :
    deviation g (adjusted C f₀ b) < deviation g f₀ := by
  have hne : adjusted C f₀ b ≠ f₀ := fun h => hdata (by
    have hs := adjusted_sumRules C f₀ b hC
    rwa [h] at hs)
  have hpyth := deviation_pythagoras C f₀ g b hC hg
  have hpos := pow_pos (deviation_pos hne) 2
  exact lt_of_pow_lt_pow_left₀ 2 (Real.sqrt_nonneg _) (by linarith)
```

Q: Your hypothesis on $CC^T$ looks like a numerical analyst's condition. What does it mean physically?

A: That no coefficient row is a linear combination of the others, so that no rule repeats or contradicts what the others already say. In formulas, $C^Ty=0$ only for $y=0$, where $y$ holds the weights in a combination of the coefficient rows.

If some $y\neq0$ has $C^Ty=0$, then $CC^Ty=0$ and $CC^T$ is singular. Conversely, a singular $CC^T$ has some $v\neq0$ with $CC^Tv=0$, and then

$$|C^Tv|^2=v\cdot CC^Tv=0,$$

so $C^Tv=0$ and the rows are redundant. The two branches of the Lean proof are these two directions; `Matrix.exists_mulVec_eq_zero_iff` translates between a zero determinant and a nonzero vector sent to zero.

```lean
/-- The matrix `C Cᵀ` is invertible exactly when the sum rules are not redundant: only the trivial
combination of their coefficient rows vanishes. -/
theorem isUnit_det_iff_not_redundant (C : Matrix k n ℝ) :
    IsUnit (C * Cᵀ).det ↔ ∀ y : k → ℝ, Cᵀ *ᵥ y = 0 → y = 0 := by
  rw [isUnit_iff_ne_zero]
  constructor
  · intro hdet y hy
    by_contra hne
    refine hdet (Matrix.exists_mulVec_eq_zero_iff.mp ⟨y, hne, ?_⟩)
    rw [← Matrix.mulVec_mulVec, hy, Matrix.mulVec_zero]
  · intro h hdet
    obtain ⟨v, hv, hv0⟩ := Matrix.exists_mulVec_eq_zero_iff.mpr hdet
    -- `v · C Cᵀ v` is the squared length of `Cᵀ v`
    have hsq : (Cᵀ *ᵥ v) ⬝ᵥ (Cᵀ *ᵥ v) = 0 := by
      rw [Matrix.dotProduct_mulVec, Matrix.vecMul_transpose, Matrix.mulVec_mulVec, hv0,
        zero_dotProduct]
    exact hv (h v (dotProduct_self_eq_zero.mp hsq))
```

Q: Does your pair of rules pass?

A: It does when all transition energies are positive, as they are for excitations from the ground state, and at least two of them differ. Suppose the weights $y_0$ and $y_1$ make the combination vanish. Then for every transition $l$

$$y_0+\frac{y_1}{\omega_l^2}=0,\qquad\text{so}\qquad y_0\,\omega_l^2+y_1=0.$$

Subtract the equations for two transitions $i$ and $j$ with different energies:

$$y_0(\omega_i-\omega_j)(\omega_i+\omega_j)=0.$$

Neither bracket is zero, so $y_0=0$, and then $y_1=0$. In Lean the two forms of the equation are `h` and `h'`, and `linear_combination` does the subtraction. If all energies were equal, the second row would be a multiple of the first and the pair would be redundant.

```lean
/-- For positive transition energies, two of which differ, the sum rules for the total strength
and the static polarizability give an invertible `C Cᵀ`. -/
theorem strengthAndPolarizability_isUnit (ω : n → ℝ) (hω : ∀ l, 0 < ω l) {i j : n}
    (hij : ω i ≠ ω j) :
    IsUnit (strengthAndPolarizability ω * (strengthAndPolarizability ω)ᵀ).det := by
  rw [isUnit_det_iff_not_redundant]
  intro y hy
  have h : ∀ l, y 0 + y 1 / ω l ^ 2 = 0 := fun l => by
    have hl := congrFun hy l
    simpa [strengthAndPolarizability, Matrix.mulVec, dotProduct, Fin.sum_univ_two,
      div_eq_inv_mul] using hl
  have h' : ∀ l, y 0 * ω l ^ 2 + y 1 = 0 := fun l => by
    have hl : ω l ≠ 0 := (hω l).ne'
    calc y 0 * ω l ^ 2 + y 1 = ω l ^ 2 * (y 0 + y 1 / ω l ^ 2) := by field_simp
      _ = 0 := by rw [h l, mul_zero]
  -- two different energies leave only the trivial combination
  have hprod : y 0 * ((ω i - ω j) * (ω i + ω j)) = 0 := by
    linear_combination h' i - h' j
  have h0 : y 0 = 0 := (mul_eq_zero.mp hprod).resolve_right
    (mul_ne_zero (sub_ne_zero.mpr hij) (add_pos (hω i) (hω j)).ne')
  have h1 : y 1 = 0 := by
    have hi := h' i
    rw [h0] at hi
    linarith
  funext p
  fin_cases p
  · exact h0
  · exact h1
```

Q: Can I get my two-transition example back from the general formula?

A: Yes, by keeping only the Thomas-Reiche-Kuhn rule. Then $C$ is a single row of ones, $CC^T$ is the number of transitions, which I write $|n|$, and

$$f_i=f_{0,i}+\frac{N-\sum_l f_{0,l}}{|n|}.$$

With $N=2$ and two transitions, each strength receives $0.4/2=0.2$. The Lean theorem allows any real $N$ and any finite number of transitions, as long as there is at least one. Its proof checks the inverse of the one-by-one matrix and then evaluates the formula. It needs no invertibility hypothesis, since $|n|$ is nonzero.

```lean
/-- With the Thomas-Reiche-Kuhn sum rule `∑ f = N` as the only constraint, the adjustment spreads
the missing strength equally over all transitions. -/
theorem adjusted_thomasReicheKuhn (f₀ : n → ℝ) (N : ℝ) (i : n) :
    adjusted (Matrix.of fun (_ : Unit) (_ : n) => (1 : ℝ)) f₀ (fun _ => N) i =
      f₀ i + (N - ∑ l, f₀ l) / Fintype.card n := by
  have hn : Nonempty n := ⟨i⟩
  have hc : (Fintype.card n : ℝ) ≠ 0 := Nat.cast_ne_zero.mpr Fintype.card_ne_zero
  -- here `C Cᵀ` is the number of transitions
  have hinv : ((Matrix.of fun (_ : Unit) (_ : n) => (1 : ℝ)) *
      (Matrix.of fun (_ : Unit) (_ : n) => (1 : ℝ))ᵀ)⁻¹ =
      Matrix.of fun (_ : Unit) (_ : Unit) => (Fintype.card n : ℝ)⁻¹ := by
    apply Matrix.inv_eq_right_inv
    ext a b
    simp [Matrix.mul_apply, hc]
  rw [adjusted, hinv]
  simp [Matrix.mulVec, dotProduct, Matrix.mul_apply, div_eq_inv_mul]

end

end OscillatorStrengthAdjustment
```

```lean
#print axioms OscillatorStrengthAdjustment.adjusted_sumRules
-- 'OscillatorStrengthAdjustment.adjusted_sumRules' depends on axioms: [propext, Classical.choice, Quot.sound]
#print axioms OscillatorStrengthAdjustment.adjusted_unique_minimizer
-- 'OscillatorStrengthAdjustment.adjusted_unique_minimizer' depends on axioms: [propext, Classical.choice, Quot.sound]
#print axioms OscillatorStrengthAdjustment.strengthAndPolarizability_isUnit
-- 'OscillatorStrengthAdjustment.strengthAndPolarizability_isUnit' depends on axioms: [propext, Classical.choice, Quot.sound]
#print axioms OscillatorStrengthAdjustment.adjusted_thomasReicheKuhn
-- 'OscillatorStrengthAdjustment.adjusted_thomasReicheKuhn' depends on axioms: [propext, Classical.choice, Quot.sound]
```

Q: An equal share for a weak line and a strong one? That seems unphysical.

A: It follows from counting all absolute changes alike. If transition $l$ has uncertainty $\sigma_l>0$, you can apply the same formula to $f_l/\sigma_l$, with column $l$ of $C$ multiplied by $\sigma_l$. The minimized quantity is then the sum of squared changes in units of the uncertainties. That rescaling is my addition; the theorems are stated for the unweighted distance.

Q: Can a corrected strength turn negative?

A: It can. With data 0.1 and 2.5 and a required sum of 2, each value drops by 0.3, and the first becomes $-0.2$. Absorption from the ground state has no negative strengths, so such a result has to be rejected or the problem solved with nonnegative strengths as a further constraint. The minimum here is taken over all real solutions of the sum rules.

Q: Then what do I still have to supply before I apply this to an atom?

A: The passage from a continuous spectrum to a finite list. An atom has infinitely many bound transitions and an ionization continuum, which one groups into bins with one energy each. The true strengths, binned in this way, in general obey the polarizability rule only approximately, whereas the theorem about closeness to the truth needs $Cg=b$ exactly. The size of that binning error has to be estimated separately, and so does any error in the polarizability value that you put into $b$.

Q: And is $C_6$ itself improved?

A: That doesn't follow. The theorems compare distances between sets of strengths, while $C_6$ weights the strengths by energy, and errors that happened to compensate in the raw data may no longer do so after the correction.
